# Spectral moments, up to the third, of a decaying CPA Green function for a semicircular band

In a pure crystal with site energy zero and a semicircular band of half-width 2t, the local Green function g at complex energy z obeys g (z − t²g) = 1, so

z³(g − 1/z) = t²(zg)²,

and this tends to t² for large |z| if g tends to zero, because then zg = 1 + t²g² tends to 1. Now let only the site energies vary at random, among finitely many values with mean m, and treat this alloy in the coherent-potential approximation (CPA). For a Green function g that tends to zero at large |z|, z³(g − 1/z − m/z²) then tends to t² plus the mean square of the site energies, as the following Lean file proves together with the neighbouring moments.

```lean
import Mathlib

open Filter Topology Bornology

namespace CPASpectralMoments

noncomputable section

variable {ι : Type*} [Fintype ι] {c v : ι → ℂ} {t : ℂ} {g : ℂ → ℂ}

/-- The concentration average of the `k`-th power of the site energies, `∑ c_i v_i ^ k`. -/
def siteMoment (c v : ι → ℂ) (k : ℕ) : ℂ := ∑ i, c i * v i ^ k

/-- The Green function of a site of energy `a` in the effective medium `t² g`,
meant for energies `z` with `z - a - t² g(z) ≠ 0`. -/
def siteGreen (t a : ℂ) (g : ℂ → ℂ) (z : ℂ) : ℂ := 1 / (z - a - t ^ 2 * g z)

/-- `g` solves the CPA equation `g = ∑ c_i / (z - v_i - t² g)` for large `|z|` and tends to zero
there. The equation is meant where its denominators are nonzero, which holds for large `|z|`. -/
structure IsCPAGreen (c v : ι → ℂ) (t : ℂ) (g : ℂ → ℂ) : Prop where
  selfConsistent : ∀ᶠ z in cobounded ℂ, g z = ∑ i, c i / (z - v i - t ^ 2 * g z)
  decay : Tendsto g (cobounded ℂ) (𝓝 0)

/-- If the medium Green function `g` tends to zero at large `|z|`, then `z` times the Green
function of a site in that medium tends to one. -/
theorem siteGreen_limit (hg : Tendsto g (cobounded ℂ) (𝓝 0)) (a : ℂ) :
    Tendsto (fun z => z * siteGreen t a g z) (cobounded ℂ) (𝓝 1) := by
  have hu : Tendsto (fun z => 1 - (a + t ^ 2 * g z) * z⁻¹) (cobounded ℂ)
      (𝓝 (1 - (a + t ^ 2 * 0) * 0)) :=
    (((hg.const_mul (t ^ 2)).const_add a).mul tendsto_inv₀_cobounded).const_sub 1
  simp only [mul_zero, sub_zero] at hu
  have hi := hu.inv₀ one_ne_zero
  rw [inv_one] at hi
  refine hi.congr' ?_
  filter_upwards [tendsto_norm_cobounded_atTop.eventually_gt_atTop 0] with z hz'
  have hz : z ≠ 0 := norm_pos_iff.mp hz'
  -- pull the factor z out of the denominator
  have e : z - a - t ^ 2 * g z = z * (1 - (a + t ^ 2 * g z) * z⁻¹) := by
    linear_combination (a + t ^ 2 * g z) * (mul_inv_cancel₀ hz)
  rw [siteGreen, e, one_div, mul_inv, ← mul_assoc, mul_inv_cancel₀ hz, one_mul]

/-- For large `|z|` every site Green function is a true inverse of its denominator, and the CPA
Green function is the concentration average of the site Green functions. -/
theorem IsCPAGreen.average (h : IsCPAGreen c v t g) :
    ∀ᶠ z in cobounded ℂ, z ≠ 0 ∧
      (∀ i, siteGreen t (v i) g z * (z - v i - t ^ 2 * g z) = 1) ∧
      g z = ∑ i, c i * siteGreen t (v i) g z := by
  have hne : ∀ᶠ z in cobounded ℂ, ∀ i, z * siteGreen t (v i) g z ≠ 0 :=
    eventually_all.2 fun i => (siteGreen_limit h.decay (v i)).eventually_ne one_ne_zero
  filter_upwards [tendsto_norm_cobounded_atTop.eventually_gt_atTop 0, hne, h.selfConsistent]
    with z hz hn hg
  refine ⟨norm_pos_iff.mp hz, fun i => ?_, hg.trans (Finset.sum_congr rfl fun i _ => ?_)⟩
  · have hd : z - v i - t ^ 2 * g z ≠ 0 := by
      intro hd
      apply hn i
      simp [siteGreen, hd]
    rw [siteGreen, one_div, inv_mul_cancel₀ hd]
  · rw [siteGreen, mul_one_div]

/-- The site energy dressed by the medium, `v_i + t² g`, tends to `v_i` at large `|z|`. -/
theorem IsCPAGreen.level_limit (h : IsCPAGreen c v t g) (i : ι) :
    Tendsto (fun z => v i + t ^ 2 * g z) (cobounded ℂ) (𝓝 (v i)) := by
  have hu := (h.decay.const_mul (t ^ 2)).const_add (v i)
  simp only [mul_zero, add_zero] at hu
  exact hu

/-- Zeroth moment: for weights that sum to one, `z g(z)` tends to one. -/
theorem IsCPAGreen.moment_zero (h : IsCPAGreen c v t g) (hc : ∑ i, c i = 1) :
    Tendsto (fun z => z * g z) (cobounded ℂ) (𝓝 1) := by
  have lim : Tendsto (fun z => ∑ i, c i * (z * siteGreen t (v i) g z)) (cobounded ℂ)
      (𝓝 (∑ i, c i * 1)) :=
    tendsto_finsetSum _ fun i _ => (siteGreen_limit h.decay (v i)).const_mul (c i)
  simp only [mul_one, hc] at lim
  refine lim.congr' ?_
  filter_upwards [h.average] with z ⟨_, _, hg⟩
  calc ∑ i, c i * (z * siteGreen t (v i) g z)
      = z * ∑ i, c i * siteGreen t (v i) g z := by
        rw [Finset.mul_sum]
        exact Finset.sum_congr rfl fun i _ => by ring
    _ = z * g z := by rw [← hg]

/-- First moment: for weights that sum to one, `z² (g - 1/z)` tends to the mean site energy. -/
theorem IsCPAGreen.moment_one (h : IsCPAGreen c v t g) (hc : ∑ i, c i = 1) :
    Tendsto (fun z => z ^ 2 * (g z - 1 / z)) (cobounded ℂ) (𝓝 (siteMoment c v 1)) := by
  have lim : Tendsto (fun z => ∑ i, c i * ((v i + t ^ 2 * g z) * (z * siteGreen t (v i) g z)))
      (cobounded ℂ) (𝓝 (∑ i, c i * (v i * 1))) :=
    tendsto_finsetSum _ fun i _ =>
      ((h.level_limit i).mul (siteGreen_limit h.decay (v i))).const_mul (c i)
  have e : ∑ i, c i * (v i * 1) = siteMoment c v 1 := by
    simp only [mul_one, siteMoment, pow_one]
  rw [e] at lim
  refine lim.congr' ?_
  filter_upwards [h.average] with z ⟨hz, hG, hg⟩
  calc ∑ i, c i * ((v i + t ^ 2 * g z) * (z * siteGreen t (v i) g z))
      = ∑ i, (z ^ 2 * (c i * siteGreen t (v i) g z) - z * c i) :=
        Finset.sum_congr rfl fun i _ => by linear_combination (-(c i * z)) * hG i
    _ = z ^ 2 * g z - z * 1 := by
        simp only [Finset.sum_sub_distrib, ← Finset.mul_sum]
        rw [← hg, hc]
    _ = z ^ 2 * (g z - 1 / z) := by field_simp

/-- Second moment: for weights that sum to one and mean site energy `m`,
`z³ (g - 1/z - m/z²)` tends to `∑ c_i v_i² + t²` as `|z|` tends to infinity. -/
theorem IsCPAGreen.moment_two (h : IsCPAGreen c v t g) (hc : ∑ i, c i = 1) :
    Tendsto (fun z => z ^ 3 * (g z - 1 / z - siteMoment c v 1 / z ^ 2)) (cobounded ℂ)
      (𝓝 (siteMoment c v 2 + t ^ 2)) := by
  have lim : Tendsto (fun z => ∑ i, c i * ((v i + t ^ 2 * g z) ^ 2 *
      (z * siteGreen t (v i) g z) + t ^ 2 * (z * g z)))
      (cobounded ℂ) (𝓝 (∑ i, c i * (v i ^ 2 * 1 + t ^ 2 * 1))) :=
    tendsto_finsetSum _ fun i _ =>
      ((((h.level_limit i).pow 2).mul (siteGreen_limit h.decay (v i))).add
        ((h.moment_zero hc).const_mul (t ^ 2))).const_mul (c i)
  have e : ∑ i, c i * (v i ^ 2 * 1 + t ^ 2 * 1) = siteMoment c v 2 + t ^ 2 := by
    simp only [mul_one, mul_add, Finset.sum_add_distrib, ← Finset.sum_mul, hc, one_mul,
      siteMoment]
  rw [e] at lim
  refine lim.congr' ?_
  filter_upwards [h.average] with z ⟨hz, hG, hg⟩
  -- the remainder is an exact average of convergent terms
  calc ∑ i, c i * ((v i + t ^ 2 * g z) ^ 2 * (z * siteGreen t (v i) g z) + t ^ 2 * (z * g z))
      = ∑ i, (z ^ 3 * (c i * siteGreen t (v i) g z) - z ^ 2 * c i - z * (c i * v i ^ 1)) :=
        Finset.sum_congr rfl fun i _ => by
          linear_combination (-(c i * z * (z + (v i + t ^ 2 * g z)))) * hG i
    _ = z ^ 3 * g z - z ^ 2 * 1 - z * siteMoment c v 1 := by
        simp only [Finset.sum_sub_distrib, ← Finset.mul_sum, siteMoment]
        rw [← hg, hc]
    _ = z ^ 3 * (g z - 1 / z - siteMoment c v 1 / z ^ 2) := by field_simp

/-- Third moment: for weights that sum to one and mean site energy `m`,
`z⁴ (g - 1/z - m/z² - (∑ c_i v_i² + t²)/z³)` tends to `∑ c_i v_i³ + 3 t² m` as `|z|` tends to
infinity. -/
theorem IsCPAGreen.moment_three (h : IsCPAGreen c v t g) (hc : ∑ i, c i = 1) :
    Tendsto (fun z => z ^ 4 * (g z - 1 / z - siteMoment c v 1 / z ^ 2 -
      (siteMoment c v 2 + t ^ 2) / z ^ 3)) (cobounded ℂ)
      (𝓝 (siteMoment c v 3 + 3 * t ^ 2 * siteMoment c v 1)) := by
  have lim : Tendsto (fun z => ∑ i, c i * ((v i + t ^ 2 * g z) ^ 3 *
      (z * siteGreen t (v i) g z) + z * g z * (t ^ 2 * (2 * v i + t ^ 2 * g z)) +
      t ^ 2 * (z ^ 2 * (g z - 1 / z)))) (cobounded ℂ)
      (𝓝 (∑ i, c i * (v i ^ 3 * 1 + 1 * (t ^ 2 * (2 * v i + t ^ 2 * 0)) +
        t ^ 2 * siteMoment c v 1))) :=
    tendsto_finsetSum _ fun i _ =>
      (((((h.level_limit i).pow 3).mul (siteGreen_limit h.decay (v i))).add
        ((h.moment_zero hc).mul
          (((h.decay.const_mul (t ^ 2)).const_add (2 * v i)).const_mul (t ^ 2)))).add
        ((h.moment_one hc).const_mul (t ^ 2))).const_mul (c i)
  have e : ∑ i, c i * (v i ^ 3 * 1 + 1 * (t ^ 2 * (2 * v i + t ^ 2 * 0)) +
      t ^ 2 * siteMoment c v 1) = siteMoment c v 3 + 3 * t ^ 2 * siteMoment c v 1 := by
    calc _ = ∑ i, (c i * v i ^ 3 + (2 * t ^ 2) * (c i * v i ^ 1) +
          (t ^ 2 * siteMoment c v 1) * c i) := Finset.sum_congr rfl fun i _ => by ring
      _ = siteMoment c v 3 + (2 * t ^ 2) * siteMoment c v 1 + (t ^ 2 * siteMoment c v 1) * 1 := by
          rw [Finset.sum_add_distrib, Finset.sum_add_distrib, ← Finset.mul_sum,
            ← Finset.mul_sum, hc]
          rfl
      _ = _ := by ring
  rw [e] at lim
  refine lim.congr' ?_
  filter_upwards [h.average] with z ⟨hz, hG, hg⟩
  have h1 : z ^ 2 * (g z - 1 / z) = z ^ 2 * g z - z := by field_simp
  rw [h1]
  calc _ = ∑ i, (z ^ 4 * (c i * siteGreen t (v i) g z) - z ^ 3 * c i - z ^ 2 * (c i * v i ^ 1) -
        z * (c i * v i ^ 2) - (z * t ^ 2) * c i) :=
        Finset.sum_congr rfl fun i _ => by
          linear_combination (-(c i * z * (z ^ 2 + z * (v i + t ^ 2 * g z) +
            (v i + t ^ 2 * g z) ^ 2))) * hG i
    _ = z ^ 4 * g z - z ^ 3 * 1 - z ^ 2 * siteMoment c v 1 - z * siteMoment c v 2 -
        (z * t ^ 2) * 1 := by
        simp only [Finset.sum_sub_distrib, ← Finset.mul_sum, siteMoment]
        rw [← hg, hc]
    _ = _ := by
        field_simp
        ring

/-- The semicircular Green function `2 / (z (1 + √(1 - 4t²/z²)))`, for `z ≠ 0`. -/
def semicircleGreen (t z : ℂ) : ℂ :=
  2 / (1 + (1 - 4 * t ^ 2 * z⁻¹ ^ 2) ^ (2⁻¹ : ℂ)) / z

/-- For every `t`, the semicircular Green function solves the CPA equation of the pure crystal with
site energy zero at large `|z|`, and it tends to zero there. -/
theorem isCPAGreen_witness (t : ℂ) :
    IsCPAGreen (fun _ : Fin 1 => 1) (fun _ => 0) t (semicircleGreen t) := by
  have hq : Tendsto (fun z : ℂ => 1 - 4 * t ^ 2 * z⁻¹ ^ 2) (cobounded ℂ)
      (𝓝 (1 - 4 * t ^ 2 * 0 ^ 2)) :=
    ((tendsto_inv₀_cobounded.pow 2).const_mul (4 * t ^ 2)).const_sub 1
  rw [zero_pow two_ne_zero, mul_zero, sub_zero] at hq
  have hs := hq.cpow (tendsto_const_nhds (x := (2⁻¹ : ℂ))) Complex.one_mem_slitPlane
  rw [Complex.one_cpow] at hs
  have h2 : (1 + 1 : ℂ) ≠ 0 := by norm_num
  have hs1 := hs.const_add 1
  constructor
  · filter_upwards [tendsto_norm_cobounded_atTop.eventually_gt_atTop 0, hs1.eventually_ne h2]
      with z hz' hn
    have hb := mul_inv_cancel₀ (norm_pos_iff.mp hz')
    have ha := mul_inv_cancel₀ hn
    have hsq : ((1 - 4 * t ^ 2 * z⁻¹ ^ 2) ^ (2⁻¹ : ℂ)) ^ 2 = 1 - 4 * t ^ 2 * z⁻¹ ^ 2 := by
      have h := Complex.cpow_nat_inv_pow (1 - 4 * t ^ 2 * z⁻¹ ^ 2) (n := 2) two_ne_zero
      exact_mod_cast h
    simp only [Finset.univ_unique, Finset.sum_singleton, sub_zero]
    apply eq_one_div_of_mul_eq_one_left
    rw [semicircleGreen]
    -- name the root and the two inverses, then use the quadratic equation
    generalize (1 - 4 * t ^ 2 * z⁻¹ ^ 2) ^ (2⁻¹ : ℂ) = s at ha hsq ⊢
    rw [div_eq_mul_inv, div_eq_mul_inv]
    generalize (1 + s)⁻¹ = a at ha ⊢
    generalize z⁻¹ = b at hb hsq ⊢
    linear_combination 2 * a * hb - a ^ 2 * hsq + (1 - (1 - s) * a) * ha
  · have hd := ((tendsto_const_nhds (x := (2 : ℂ))).div hs1 h2).mul tendsto_inv₀_cobounded
    rw [mul_zero] at hd
    exact hd.congr fun z => (div_eq_mul_inv _ _).symm

end

end CPASpectralMoments
```

```lean
#print axioms CPASpectralMoments.IsCPAGreen.moment_two
#print axioms CPASpectralMoments.IsCPAGreen.moment_three
```

```
'CPASpectralMoments.IsCPAGreen.moment_two' depends on axioms: [propext, Classical.choice, Quot.sound]
'CPASpectralMoments.IsCPAGreen.moment_three' depends on axioms: [propext, Classical.choice, Quot.sound]
```

## What is assumed and what is concluded

An alloy has finitely many components i, with concentrations c_i and site energies v_i. In Lean these are functions `c v : ι → ℂ` on a finite type `ι`. The structure `IsCPAGreen c v t g` holds two assumptions about g:

- for all sufficiently large |z|, g = ∑ c_i/(z − v_i − t²g);
- g(z) → 0 as |z| → ∞.

The filter `cobounded ℂ` expresses "large |z|" in every direction of the complex plane. The condition ∑ c_i = 1 enters separately, as `hc`.

Write M_k = ∑ c_i v_i^k, which is `siteMoment c v k`, and m = M_1 for the mean site energy. The four moment theorems then state

zg → 1,

z²(g − 1/z) → m,

z³(g − 1/z − m/z²) → M_2 + t²,

z⁴(g − 1/z − m/z² − (M_2 + t²)/z³) → M_3 + 3t²m.

The name `siteMoment` refers to the distribution of site energies, whereas the limits on the right are the moments of the alloy's spectrum. All parameters may be complex, and positive concentrations are not required. In the physical case of the model, v_i and t are real and the c_i are nonnegative.

## The alloy behind the equation

The model is a single band of non-interacting electrons with disorder only in the site energies. For a semicircular band the CPA medium acts on a site through the term t²g, and `siteGreen t (v i) g` is the Green function of component i in that medium. Self-consistency demands that the concentration average of these functions return g. Here t is a scaled hopping that sets the band width, not the amplitude of a single bond on a lattice with many neighbours.

The step from these limits to the spectrum of the model is the representation g(z) = ∫ ρ(E)/(z − E) dE with a density of states ρ of bounded support. Given that, the limits are the integrals of E^k ρ(E) for k = 0 to 3. Within this single-band, non-interacting model, they fix the terms up to 1/z⁴ in the high-energy tail of a converged, decaying CPA Green function.

## The expansion, order by order

Set u_i = v_i + t²g and G_i = 1/(z − u_i). Since g → 0, u_i → v_i, and

zG_i = 1/(1 − u_i/z) → 1.

In particular the denominators are nonzero at large |z|, so G_i(z − u_i) = 1 there. Averaging zG_i over the components gives zg → ∑ c_i = 1.

For the first moment, multiply G_i(z − u_i) = 1 by z and rearrange:

z²G_i − z = u_i zG_i → v_i.

The average is z²g − z = z²(g − 1/z) → m.

For the second moment, carry the division one step further:

z³G_i = z² + zu_i + u_i² zG_i.

Because zu_i = zv_i + t²zg, this becomes

z³G_i − z² − zv_i = u_i² zG_i + t²zg → v_i² + t².

Averaging turns the left side into z³g − z² − zm, which is z³(g − 1/z − m/z²), and the right side into M_2 + t². The extra t² comes from the medium's own 1/z tail.

For the third moment,

z⁴G_i = z³ + z²u_i + zu_i² + u_i³ zG_i.

Inserting u_i = v_i + t²g and subtracting z³, z²v_i, zv_i² and t²z leaves

u_i³ zG_i + zg · t²(2v_i + t²g) + t² · z²(g − 1/z).

The three terms tend to v_i³, 2t²v_i and t²m. Their average is M_3 + 2t²m + t²m = M_3 + 3t²m.

## The same steps in Lean

`siteGreen_limit` proves zG_i → 1 by pulling z out of the denominator. `IsCPAGreen.average` collects what holds at large |z|: z ≠ 0, G_i(z − u_i) = 1, and g = ∑ c_i G_i. `IsCPAGreen.level_limit` is the statement u_i → v_i.

Each moment theorem first builds `lim`, the limit of the averaged right-hand side, from results already proved. The step `lim.congr'` transfers that limit to the moment remainder, since the two functions agree at large |z|. For the zeroth moment this agreement is just z times the averaged equation g = ∑ c_i G_i. For the other three it is checked by `linear_combination`, which multiplies `hG i`, the equation G_i(z − u_i) = 1, by the factor that the division by hand requires: for the second moment, c_i z(z + u_i) up to sign. The sums are then evaluated with `hc` and the self-consistency equation.

`isCPAGreen_witness` shows that the assumptions can be met. For one component with v = 0 and any t, it takes

g = 2/(z(1 + s)), s = √(1 − 4t²/z²).

Then zg = 2/(1 + s) and t²g² = (1 − s)/(1 + s), whose difference is 1, as the equation requires. As |z| grows, s → 1 and g → 0. For a general alloy, a solution g is assumed and not constructed.

## The growing solution

Without the decay of g the conclusions fail already in the pure crystal with v = 0 and t ≠ 0. The equation t²g² − zg + 1 = 0 has a second root,

g₂ = z/t² − g,

where g is the decaying one. It satisfies the same self-consistency equation, but g₂ grows like z/t² and zg₂ diverges. Some condition must therefore exclude growth proportional to z.
